# The κ-MP2 weight peaks at a single gap D₀, with 1.25 < kD₀ < 1.26

The gap at which the κ-MP2 weight is largest solves a transcendental equation, and that equation can serve as its definition in place of an explicit formula. Here it is defined as a positive solution D₀ of the stationarity equation

exp(kD₀) = 1 + 2kD₀,

and called a crest gap. That it exists and is the maximizer is then proved. The number k > 0 is the regulator κ, an inverse energy that sets the gap scale below which damping is strong. The gap D > 0 is the energy of the two virtual orbitals minus that of the two occupied ones.

## The slope of the weight and its one change of sign

The weight of a pair excitation is

w(D) = (1 − exp(−kD))²/D.

It increases strictly on (0, D₀], decreases strictly on [D₀, ∞), and has a peak height between 0.406k and 0.409k. To see this, write E = exp(−kD) and differentiate:

w′(D) = 2kE(1 − E)/D − (1 − E)²/D²
= (1 − E)(2kD·E − 1 + E)/D²
= (1 − E)E(1 + 2kD − exp(kD))/D².

Since 0 < E < 1, the sign is that of 1 + 2x − exp x, where x = kD.

For 0 < x < y, the point x is the average of 0 and y with weights 1 − x/y and x/y. Strict convexity of the exponential gives

exp x < 1 − x/y + (x/y) exp y,

which rearranges to

(exp x − 1)/x < (exp y − 1)/y.

The chord slope from the origin therefore grows strictly. At a crossing x₀ > 0 of exp x with 1 + 2x it equals 2, so the exponential lies below the line for 0 < x < x₀ and above it for x > x₀.

Two values locate the crossing. From e < 2.72,

exp(1.25)⁴ = e⁵ < 2.72⁵ < 149 < 3.5⁴,

so exp(1.25) < 3.5 = 1 + 2·1.25. Seven Taylor terms, up to x⁶/720, give exp(1.26) > 3.52 = 1 + 2·1.26. By continuity there is a crossing x₀ between 1.25 and 1.26, and D₀ = x₀/k.

At the crest exp(−x₀) = 1/(1 + 2x₀), hence

w(D₀) = k(2x₀/(1 + 2x₀))²/x₀ = 4k x₀/(1 + 2x₀)².

The factor 4x/(1 + 2x)² decreases for x > 1/2. It is below 0.409 at x = 1.25 and above 0.406 at x = 1.26, which gives the stated height.

## Closing gaps on either side of the crest

For finitely many pairs with couplings Kᵢ and gaps Dᵢ, the correlation energy is

E_corr = −∑ᵢ |Kᵢ|² w(Dᵢ).

If all gaps lie at or below D₀, shrinking them lowers their weights and raises this negative energy: the computed correlation weakens. If they stay at or above D₀, shrinking them strengthens it. In electronic structure this bears on regularized MP2 for systems with closing orbital gaps, in a model where the couplings stay fixed while the gaps move.

The limit D → 0⁺ shows the contrast with bare MP2. There w(D) ≈ k²D tends to zero, whereas the unregularized weight 1/D diverges. As k → ∞ at fixed D, the weight returns to 1/D, while the crest moves towards zero gap and its height grows in proportion to k.

## The weight, the crest gap and the energy as Lean definitions

```lean
import Mathlib

open Real Set

namespace KappaMP2Crest

noncomputable section
```

The weight is a real function of two real arguments, and positivity of the gap enters through the theorems.

```lean
/-- The kappa-MP2 weight `(1 - exp(-kD))² / D` of a pair excitation with gap `D > 0`. -/
def kappaWeight (k D : ℝ) : ℝ := (1 - exp (-(k * D))) ^ 2 / D
```

`IsCrestGap k D` is the stationarity equation together with `0 < D`, which excludes the trivial solution at zero.

```lean
/-- A crest gap is a positive gap that solves the stationarity equation
`exp(kD) = 1 + 2kD`. -/
def IsCrestGap (k D : ℝ) : Prop := 0 < D ∧ exp (k * D) = 1 + 2 * (k * D)
```

The finite type `ι` labels the pair excitations. The couplings `K i` are complex and absorb the numerical prefactors; the gaps are independent real numbers, with no orbital energies behind them.

```lean
/-- The kappa-MP2 correlation energy of finitely many pair excitations with couplings `K i`
and gaps `D i > 0`; numerical prefactors are absorbed in the couplings. -/
def correlationEnergy {ι : Type*} [Fintype ι] (k : ℝ) (K : ι → ℂ) (D : ι → ℝ) : ℝ :=
  -∑ i, ‖K i‖ ^ 2 * kappaWeight k (D i)
```

## Strict convexity as a chord inequality

The central device is Mathlib's `strictConvexOn_exp`. Its second component takes two distinct points and two positive weights that sum to one, and returns the strict inequality between the exponential of the average and the average of the exponentials. The points here are 0 and `y`, the weights `1 - x / y` and `x / y`. The identity `hr` recognizes the averaged point as `x`, and multiplication by `y` clears the denominators.

```lean
/-- The slope of the chord of the exponential from the origin grows with its endpoint:
`(exp x - 1)/x < (exp y - 1)/y` for `0 < x < y`, written without denominators. -/
theorem exp_chord_lt {x y : ℝ} (hx : 0 < x) (hxy : x < y) :
    (exp x - 1) * y < (exp y - 1) * x := by
  have hy : 0 < y := hx.trans hxy
  have hr : x / y * y = x := by field_simp
  have h1 : x / y < 1 := (div_lt_one hy).2 hxy
  -- strict convexity at the point x between 0 and y
  have h := strictConvexOn_exp.2 (mem_univ (0 : ℝ)) (mem_univ y) hy.ne
    (sub_pos.2 h1) (div_pos hx hy) (sub_add_cancel 1 (x / y))
  simp only [smul_eq_mul, mul_zero, zero_add, Real.exp_zero, mul_one, hr] at h
  have h2 := mul_lt_mul_of_pos_right h hy
  have h3 : (1 - x / y + x / y * exp y) * y = y - x + x * exp y := by
    linear_combination (exp y - 1) * hr
  rw [h3] at h2
  linarith
```

Putting the crossing equation into this inequality gives the two comparisons with the line.

```lean
/-- If `exp` meets the line `1 + 2x` at `x₀`, it lies below the line for `0 < x < x₀`. -/
theorem exp_lt_line {x₀ x : ℝ} (h : exp x₀ = 1 + 2 * x₀) (hx : 0 < x) (hlt : x < x₀) :
    exp x < 1 + 2 * x := by
  have hc := exp_chord_lt hx hlt
  rw [h] at hc
  exact lt_of_mul_lt_mul_right (by linarith : exp x * x₀ < (1 + 2 * x) * x₀) (hx.trans hlt).le

/-- If `exp` meets the line `1 + 2x` at `x₀ > 0`, it lies above the line for `x > x₀`. -/
theorem line_lt_exp {x₀ x : ℝ} (h : exp x₀ = 1 + 2 * x₀) (hx₀ : 0 < x₀) (hlt : x₀ < x) :
    1 + 2 * x < exp x := by
  have hc := exp_chord_lt hx₀ hlt
  rw [h] at hc
  exact lt_of_mul_lt_mul_right (by linarith : (1 + 2 * x) * x₀ < exp x * x₀) hx₀.le
```

## Locating the crossing

The bracket follows the numerical estimates above: fourth powers for the upper bound on exp(5/4), a Taylor sum for the lower bound on exp(63/50).

```lean
/-- Two numerical values that bracket the crossing: `exp 1.25 < 3.5` and `3.52 < exp 1.26`. -/
theorem exp_bracket : exp (5 / 4) < 7 / 2 ∧ 88 / 25 < exp (63 / 50) := by
  constructor
  · -- compare fourth powers, using exp(5/4)^4 = e^5
    by_contra hc
    have h1 : exp (5 / 4) ^ 4 = exp 1 ^ 5 := by
      rw [← Real.exp_nat_mul, ← Real.exp_nat_mul]
      norm_num
    have h2 : exp 1 < 68 / 25 := lt_trans Real.exp_one_lt_d9 (by norm_num)
    have h3 := pow_le_pow_left₀ (by norm_num : (0 : ℝ) ≤ 7 / 2) (not_lt.1 hc) 4
    have h4 := pow_le_pow_left₀ (exp_pos 1).le h2.le 5
    rw [h1] at h3
    have h5 := h3.trans h4
    norm_num at h5
  · -- seven terms of the Taylor series suffice
    refine lt_of_lt_of_le ?_
      (Real.sum_le_exp_of_nonneg (by norm_num : (0 : ℝ) ≤ 63 / 50) 7)
    norm_num [Finset.sum_range_succ, Nat.factorial]
```

The intermediate value theorem yields a crossing `x`, and `x / k` is the crest gap.

```lean
/-- For every `k > 0` there is a crest gap. -/
theorem exists_crestGap {k : ℝ} (hk : 0 < k) : ∃ D, IsCrestGap k D := by
  have hcont : ContinuousOn (fun x : ℝ => exp x - (1 + 2 * x)) (Icc (5 / 4) (63 / 50)) := by
    fun_prop
  obtain ⟨x, hx, h0⟩ := intermediate_value_Ioo (by norm_num : (5 / 4 : ℝ) ≤ 63 / 50) hcont
    (show (0 : ℝ) ∈ Ioo _ _ from
      ⟨by linarith [exp_bracket.1], by linarith [exp_bracket.2]⟩)
  have hkx : k * (x / k) = x := by field_simp
  refine ⟨x / k, div_pos (by linarith [hx.1]) hk, ?_⟩
  rw [hkx]
  exact sub_eq_zero.1 h0
```

The next lemma bounds every crest gap, not only the one just constructed. A value of `k * D` outside the bracket would put the exponential on the wrong side of the line at 5/4 or 63/50.

```lean
/-- For `k > 0`, a crest gap satisfies `5/4 < kD < 63/50`. -/
theorem crestGap_bounds {k D : ℝ} (hk : 0 < k) (h : IsCrestGap k D) :
    5 / 4 < k * D ∧ k * D < 63 / 50 := by
  have hx : 0 < k * D := mul_pos hk h.1
  have he := h.2
  constructor
  · rcases lt_trichotomy (k * D) (5 / 4) with h1 | h1 | h1
    · linarith [line_lt_exp he hx h1, exp_bracket.1]
    · rw [h1] at he
      linarith [exp_bracket.1]
    · exact h1
  · rcases lt_trichotomy (k * D) (63 / 50) with h1 | h1 | h1
    · exact h1
    · rw [h1] at he
      linarith [exp_bracket.2]
    · linarith [exp_lt_line he (by norm_num) h1, exp_bracket.2]
```

## From the slope to the strict maximum

The derivative is stated in its factored form. The final `linear_combination` uses exp(−kD)·exp(kD) = 1 to match it with the quotient rule.

```lean
/-- The slope of the weight at a nonzero gap, with the factor `1 + 2kD - exp(kD)` split off. -/
theorem hasDerivAt_kappaWeight (k : ℝ) {D : ℝ} (hD : D ≠ 0) :
    HasDerivAt (kappaWeight k)
      ((1 - exp (-(k * D))) * exp (-(k * D)) * (1 + 2 * (k * D) - exp (k * D)) / D ^ 2) D := by
  have hE : exp (-(k * D)) * exp (k * D) = 1 := by
    rw [← Real.exp_add, neg_add_cancel, Real.exp_zero]
  have h1 : HasDerivAt (fun x => exp (-(k * x))) (exp (-(k * D)) * (-(k * 1))) D :=
    (((hasDerivAt_id' D).const_mul k).fun_neg).exp
  have h2 := ((h1.const_sub 1).fun_pow 2).fun_div (hasDerivAt_id' D) hD
  refine HasDerivAt.congr_deriv h2 ?_
  simp only [show (2 : ℕ) - 1 = 1 from rfl, pow_one, Nat.cast_ofNat]
  congr 1
  linear_combination (1 - exp (-(k * D))) * hE
```

The monotonicity criteria ask for continuity on the whole interval but a signed derivative only in its interior. The zero slope at `D₀` is therefore harmless, and both intervals can include that point.

```lean
/-- For `k > 0` the weight increases strictly up to a crest gap and decreases strictly
from there on. -/
theorem kappaWeight_monotonicity {k D₀ : ℝ} (hk : 0 < k) (h : IsCrestGap k D₀) :
    StrictMonoOn (kappaWeight k) (Ioc 0 D₀) ∧ StrictAntiOn (kappaWeight k) (Ici D₀) := by
  have hpos : ∀ x : ℝ, 0 < x → 0 < (1 - exp (-(k * x))) * exp (-(k * x)) := fun x hx =>
    mul_pos (sub_pos.2 (Real.exp_lt_one_iff.2 (neg_neg_of_pos (mul_pos hk hx)))) (exp_pos _)
  constructor
  · refine strictMonoOn_of_deriv_pos (convex_Ioc 0 D₀) (fun x hx =>
      (hasDerivAt_kappaWeight k hx.1.ne').continuousAt.continuousWithinAt) fun x hx => ?_
    rw [interior_Ioc] at hx
    rw [(hasDerivAt_kappaWeight k hx.1.ne').deriv]
    have hl := exp_lt_line h.2 (mul_pos hk hx.1) (mul_lt_mul_of_pos_left hx.2 hk)
    exact div_pos (mul_pos (hpos x hx.1) (sub_pos.2 hl)) (pow_pos hx.1 2)
  · refine strictAntiOn_of_deriv_neg (convex_Ici D₀) (fun x hx =>
      (hasDerivAt_kappaWeight k (h.1.trans_le hx).ne').continuousAt.continuousWithinAt)
      fun x hx => ?_
    rw [interior_Ici] at hx
    have hx0 : 0 < x := h.1.trans hx
    rw [(hasDerivAt_kappaWeight k hx0.ne').deriv]
    have hl := line_lt_exp h.2 (mul_pos hk h.1) (mul_lt_mul_of_pos_left hx hk)
    exact div_neg_of_neg_of_pos (mul_neg_of_pos_of_neg (hpos x hx0) (sub_neg.2 hl))
      (pow_pos hx0 2)
```

The main theorem collects these results. Its last clause, that every other positive gap has a strictly smaller weight, makes the maximizer unique. At k = 0 the weight vanishes everywhere, so k ≥ 0 would not suffice.

```lean
/-- For `k > 0` there is a crest gap `D₀` with `1.25 < k D₀ < 1.26`. The weight increases strictly
below it, decreases strictly above it, and is smaller at every other positive gap. -/
theorem kappaWeight_unique_maximizer {k : ℝ} (hk : 0 < k) :
    ∃ D₀, IsCrestGap k D₀ ∧ 1.25 < k * D₀ ∧ k * D₀ < 1.26 ∧
      StrictMonoOn (kappaWeight k) (Ioc 0 D₀) ∧ StrictAntiOn (kappaWeight k) (Ici D₀) ∧
      ∀ D, 0 < D → D ≠ D₀ → kappaWeight k D < kappaWeight k D₀ := by
  obtain ⟨D₀, h⟩ := exists_crestGap hk
  obtain ⟨hlo, hhi⟩ := crestGap_bounds hk h
  obtain ⟨hm, ha⟩ := kappaWeight_monotonicity hk h
  refine ⟨D₀, h, ?_, ?_, hm, ha, fun D hD hne => ?_⟩
  · rw [show (1.25 : ℝ) = 5 / 4 by norm_num]
    exact hlo
  · rw [show (1.26 : ℝ) = 63 / 50 by norm_num]
    exact hhi
  · rcases lt_or_gt_of_ne hne with hlt | hgt
    · exact hm ⟨hD, hlt.le⟩ ⟨h.1, le_rfl⟩ hlt
    · exact ha (mem_Ici.2 le_rfl) (mem_Ici.2 hgt.le) hgt
```

For the peak height, the stationarity equation removes the exponential. What remains is two quadratic inequalities in `x`, which `nlinarith` proves from the bracket.

```lean
/-- For `k > 0` the weight at a crest gap lies between `0.406 k` and `0.409 k`. -/
theorem kappaWeight_peak_height {k D : ℝ} (hk : 0 < k) (h : IsCrestGap k D) :
    406 / 1000 * k < kappaWeight k D ∧ kappaWeight k D < 409 / 1000 * k := by
  obtain ⟨hlo, hhi⟩ := crestGap_bounds hk h
  have hD : 0 < D := h.1
  -- the stationarity equation removes the exponential
  have hw : kappaWeight k D = 4 * (k * D) / (1 + 2 * (k * D)) ^ 2 * k := by
    rw [kappaWeight, Real.exp_neg, h.2]
    field_simp
    ring
  rw [hw]
  generalize k * D = x at hlo hhi
  have hq : 0 < (1 + 2 * x) ^ 2 := pow_pos (by linarith) 2
  constructor
  · refine mul_lt_mul_of_pos_right ((lt_div_iff₀ hq).2 ?_) hk
    nlinarith [mul_pos (sub_pos.2 hlo) (sub_pos.2 hhi)]
  · refine mul_lt_mul_of_pos_right ((div_lt_iff₀ hq).2 ?_) hk
    nlinarith [sq_nonneg (x - 5 / 4)]
```

## The energy of many pairs

Both energy theorems compare the sums term by term. Strictness comes from one pair `j` with nonzero coupling and a strictly reduced gap. In the first, `hcrest` places all initial gaps at or below the crest, and `hpos` keeps the final ones positive.

```lean
/-- Let `k > 0` and let all gaps lie at or below a crest gap. If the gaps shrink but stay positive,
and at least one coupled pair has its gap strictly reduced, the correlation energy rises. -/
theorem closing_gaps_below_crest {ι : Type*} [Fintype ι] {k D₀ : ℝ} (hk : 0 < k)
    (h : IsCrestGap k D₀) (K : ι → ℂ) {D D' : ι → ℝ} (hpos : ∀ i, 0 < D' i)
    (hle : ∀ i, D' i ≤ D i) (hcrest : ∀ i, D i ≤ D₀) {j : ι} (hK : K j ≠ 0)
    (hj : D' j < D j) : correlationEnergy k K D < correlationEnergy k K D' := by
  have hm := (kappaWeight_monotonicity hk h).1
  have h' : ∀ i, D' i ∈ Ioc 0 D₀ := fun i => ⟨hpos i, (hle i).trans (hcrest i)⟩
  have h'' : ∀ i, D i ∈ Ioc 0 D₀ := fun i => ⟨(hpos i).trans_le (hle i), hcrest i⟩
  exact neg_lt_neg (Finset.sum_lt_sum
    (fun i _ => mul_le_mul_of_nonneg_left (hm.monotoneOn (h' i) (h'' i) (hle i)) (sq_nonneg _))
    ⟨j, Finset.mem_univ j,
      mul_lt_mul_of_pos_left (hm (h' j) (h'' j) hj) (pow_pos (norm_pos_iff.2 hK) 2)⟩)
```

In the second, `hcrest` keeps all final gaps at or above the crest. A set of pairs with gaps strictly on both sides meets the hypotheses of neither theorem, and a gap that closes across the crest can change the energy in either direction.

```lean
/-- Let `k > 0`. If gaps shrink but stay at or above a crest gap, and at least one coupled pair has
its gap strictly reduced, the correlation energy falls. -/
theorem closing_gaps_above_crest {ι : Type*} [Fintype ι] {k D₀ : ℝ} (hk : 0 < k)
    (h : IsCrestGap k D₀) (K : ι → ℂ) {D D' : ι → ℝ} (hcrest : ∀ i, D₀ ≤ D' i)
    (hle : ∀ i, D' i ≤ D i) {j : ι} (hK : K j ≠ 0) (hj : D' j < D j) :
    correlationEnergy k K D' < correlationEnergy k K D := by
  have ha := (kappaWeight_monotonicity hk h).2
  have h'' : ∀ i, D i ∈ Ici D₀ := fun i => (hcrest i).trans (hle i)
  exact neg_lt_neg (Finset.sum_lt_sum
    (fun i _ => mul_le_mul_of_nonneg_left (ha.antitoneOn (hcrest i) (h'' i) (hle i))
      (sq_nonneg _))
    ⟨j, Finset.mem_univ j,
      mul_lt_mul_of_pos_left (ha (hcrest j) (h'' j) hj) (pow_pos (norm_pos_iff.2 hK) 2)⟩)

end

end KappaMP2Crest
```

```lean
#print axioms KappaMP2Crest.kappaWeight_unique_maximizer
-- 'KappaMP2Crest.kappaWeight_unique_maximizer' depends on axioms: [propext, Classical.choice, Quot.sound]
#print axioms KappaMP2Crest.kappaWeight_peak_height
-- 'KappaMP2Crest.kappaWeight_peak_height' depends on axioms: [propext, Classical.choice, Quot.sound]
#print axioms KappaMP2Crest.closing_gaps_below_crest
-- 'KappaMP2Crest.closing_gaps_below_crest' depends on axioms: [propext, Classical.choice, Quot.sound]
#print axioms KappaMP2Crest.closing_gaps_above_crest
-- 'KappaMP2Crest.closing_gaps_above_crest' depends on axioms: [propext, Classical.choice, Quot.sound]
```
